# The net multiphonon weight as a modified Bessel function, its zero-temperature limit and detailed balance

Take a transition that leaves exactly one more phonon in a vibrational mode than it found there. Suppose that the number of phonons emitted and the number absorbed are independent and Poisson distributed, with means \(a\) and \(b\), so that a count \(j\) at mean \(a\) has weight \(P(a,j) = e^{-a}a^j/j!\). A net gain of one arises from one emitted and none absorbed, two emitted and one absorbed, three and two, and so on:
\[
P(a,1)P(b,0) + P(a,2)P(b,1) + P(a,3)P(b,2) + \dots = e^{-(a+b)}\,a\left(1 + \frac{ab}{2} + \frac{(ab)^2}{12} + \dots\right).
\]
Each extra emitted and absorbed pair costs a factor \(ab\) and two growing factorials. The bracket depends on the product \(ab\) alone, and it equals the bracket in the series of the modified Bessel function \(I_1(x) = \frac{x}{2}\left(1 + \frac{(x/2)^2}{2} + \frac{(x/2)^4}{12} + \dots\right)\) at \((x/2)^2 = ab\). As \(b \to 0\) the bracket and \(e^{-b}\) both tend to one, and \(P(a,1)\) remains. The same happens for every net number \(p = 0, 1, 2, \dots\)

## The model

```lean
import Mathlib

open Filter Topology

namespace Multiphonon

noncomputable section
```

The mean is a real number and the count a natural number. The definition puts no sign condition on the mean; each theorem states its own.

```lean
/-- Poisson weight `P(a, j) = exp(-a) a^j / j!` of `j` phonons at mean number `a`. -/
def poisson (a : ℝ) (j : ℕ) : ℝ := Real.exp (-a) * a ^ j / (j.factorial : ℝ)
```

The modified Bessel function of natural order \(p\) and real argument \(x\) is defined by its power series,
\[
I_p(x) = \sum_{j\ge 0} \frac{(x/2)^{2j+p}}{j!\,(j+p)!},
\]
and no differential equation or integral representation is used.

```lean
/-- Term `(x/2)^(2j+p) / (j! (j+p)!)` of the power series of the modified Bessel function. -/
def besselTerm (p : ℕ) (x : ℝ) (j : ℕ) : ℝ :=
  (x / 2) ^ (2 * j + p) / ((j.factorial : ℝ) * ((j + p).factorial : ℝ))

/-- Modified Bessel function `I_p(x)`, defined by its power series. -/
def besselI (p : ℕ) (x : ℝ) : ℝ := ∑' j, besselTerm p x j
```

The net weight sums over the number \(j\) of phonons in the process of mean \(b\), with \(j+p\) in the process of mean \(a\):
\[
N(a,b,p) = \sum_{j\ge 0} P(a,j+p)\,P(b,j).
\]

```lean
/-- Weight `∑_j P(a, j+p) P(b, j)`: a process of mean `a` involves `p` more phonons
than a process of mean `b`. -/
def netWeight (a b : ℝ) (p : ℕ) : ℝ := ∑' j, poisson a (j + p) * poisson b j
```

Let \(S\) be the Huang–Rhys factor, the dimensionless coupling of the electronic transition to the mode, and \(n\) the mean occupation of the mode. Emission, spontaneous plus stimulated, has mean \(S(n+1)\), and absorption has mean \(Sn\). The weight of net emission of \(p\) phonons is \(W(S,n,p) = N(S(n+1), Sn, p)\).

```lean
/-- Weight of net emission of `p` phonons for Huang-Rhys factor `S` and occupation `n`:
emission has mean `S (n+1)`, absorption has mean `S n`. -/
def phononWeight (S n : ℝ) (p : ℕ) : ℝ := netWeight (S * (n + 1)) (S * n) p
```

For one harmonic mode with linear coupling, the same frequency \(\omega\) in both electronic states and a constant electronic matrix element, \(W\) is the thermally averaged Franck–Condon factor in the golden-rule rate of a transition that releases the energy \(p\hbar\omega\) to the mode. Here the two-Poisson form is the definition of \(W\). It is not derived from a Hamiltonian, and the theorems say nothing about electronic prefactors, several modes or line widths.

## The common series

The bracket of the opening case generalises to
\[
C_p(y) = \sum_{j\ge 0} \frac{y^j}{j!\,(j+p)!}.
\]

```lean
/-- Term `y^j / (j! (j+p)!)` of the series common to `netWeight` and `besselI`. -/
def coreTerm (p : ℕ) (y : ℝ) (j : ℕ) : ℝ :=
  y ^ j / ((j.factorial : ℝ) * ((j + p).factorial : ℝ))
```

For \(y \ge 0\) every term is non-negative. Since \((j+p)! \ge p!\), the partial sum over \(j < N\) obeys, for every natural \(N\) (here the number of terms, as in the code, and not the net weight),
\[
\sum_{j<N} \frac{y^j}{j!\,(j+p)!} \le \frac{1}{p!}\sum_{j<N}\frac{y^j}{j!} \le \frac{e^y}{p!}.
\]
Bounded partial sums of non-negative terms converge, and the sum inherits the bound. From below, the sum is at least its \(j=0\) term, which is \(1/p!\) (also at \(y=0\), where \(y^0 = 1\)). Hence \(1/p! \le C_p(y) \le e^y/p!\).

```lean
/-- For `y ≥ 0` the series `∑ y^j / (j! (j+p)!)` converges and its sum lies between
`1/p!` and `exp(y)/p!`. -/
theorem core_series (p : ℕ) {y : ℝ} (hy : 0 ≤ y) :
    Summable (coreTerm p y) ∧ 1 / (p.factorial : ℝ) ≤ ∑' j, coreTerm p y j ∧
      ∑' j, coreTerm p y j ≤ Real.exp y / (p.factorial : ℝ) := by
  have h0 : ∀ j, 0 ≤ coreTerm p y j := fun j => by
    unfold coreTerm
    positivity
  -- compare with the exponential series, using (j+p)! ≥ p!
  have hN : ∀ N, ∑ j ∈ Finset.range N, coreTerm p y j ≤ Real.exp y / (p.factorial : ℝ) := by
    intro N
    calc ∑ j ∈ Finset.range N, coreTerm p y j
        ≤ ∑ j ∈ Finset.range N, y ^ j / (j.factorial : ℝ) / (p.factorial : ℝ) := by
          refine Finset.sum_le_sum fun j _ => ?_
          have hf : (p.factorial : ℝ) ≤ ((j + p).factorial : ℝ) := by
            exact_mod_cast Nat.factorial_le (Nat.le_add_left p j)
          rw [div_div, coreTerm]
          exact div_le_div_of_nonneg_left (pow_nonneg hy j) (by positivity)
            (mul_le_mul_of_nonneg_left hf (by positivity))
      _ = (∑ j ∈ Finset.range N, y ^ j / (j.factorial : ℝ)) / (p.factorial : ℝ) := by
          rw [Finset.sum_div]
      _ ≤ Real.exp y / (p.factorial : ℝ) :=
          div_le_div_of_nonneg_right (Real.sum_le_exp_of_nonneg hy N) (by positivity)
  have hs : Summable (coreTerm p y) := summable_of_sum_range_le h0 hN
  refine ⟨hs, ?_, ?_⟩
  · have h1 : coreTerm p y 0 = 1 / (p.factorial : ℝ) := by simp [coreTerm]
    rw [← h1]
    exact hs.le_tsum 0 fun j _ => h0 j
  · exact Real.tsum_le_of_sum_range_le h0 hN
```

In the proof `h0` is the sign of the terms and `hN` the chain of inequalities, with `hf` the comparison of factorials and `Real.sum_le_exp_of_nonneg` the bound on the truncated exponential series. `Summable` expresses convergence independent of the order of the terms, which for a real series is equivalent to absolute convergence, and `hs.le_tsum 0` picks out the first term.

Writing \((x/2)^{2j+p} = (x/2)^p\,\big((x/2)^2\big)^j\) turns each Bessel term into a constant times a term of \(C_p\), so that
\[
I_p(x) = (x/2)^p\, C_p\big((x/2)^2\big).
\]
The argument of \(C_p\) is a square, so convergence holds for every real \(x\). The termwise identity is `ht`, and `tsum_mul_left` takes the constant out of the sum.

```lean
/-- The power series of `I_p(x)` converges for every real `x`, and
`I_p(x) = (x/2)^p ∑ ((x/2)²)^j / (j! (j+p)!)`. -/
theorem besselI_series (p : ℕ) (x : ℝ) :
    Summable (besselTerm p x) ∧
      besselI p x = (x / 2) ^ p * ∑' j, coreTerm p ((x / 2) ^ 2) j := by
  have ht : besselTerm p x = fun j => (x / 2) ^ p * coreTerm p ((x / 2) ^ 2) j := by
    funext j
    unfold besselTerm coreTerm
    rw [pow_add, pow_mul]
    ring
  constructor
  · rw [ht]
    exact (core_series p (sq_nonneg (x / 2))).1.mul_left _
  · unfold besselI
    rw [ht]
    exact tsum_mul_left
```

The net weight factorises in the same way. Term by term,
\[
P(a,j+p)\,P(b,j) = e^{-a}e^{-b}\,\frac{a^{j}a^{p}\,b^{j}}{(j+p)!\,j!} = e^{-(a+b)}\,a^p\,\frac{(ab)^j}{j!\,(j+p)!},
\]
and for \(a,b\ge 0\) the product \(ab\) is non-negative, so the series converges and \(N(a,b,p) = e^{-(a+b)}a^p\,C_p(ab)\).

```lean
/-- For means `a, b ≥ 0` the series of the net weight converges, and the net weight equals
`exp(-(a+b)) a^p ∑ (ab)^j / (j! (j+p)!)`. -/
theorem netWeight_series {a b : ℝ} (ha : 0 ≤ a) (hb : 0 ≤ b) (p : ℕ) :
    Summable (fun j => poisson a (j + p) * poisson b j) ∧
      netWeight a b p = Real.exp (-(a + b)) * a ^ p * ∑' j, coreTerm p (a * b) j := by
  have ht : (fun j => poisson a (j + p) * poisson b j) =
      fun j => Real.exp (-(a + b)) * a ^ p * coreTerm p (a * b) j := by
    funext j
    unfold poisson coreTerm
    rw [neg_add, Real.exp_add, pow_add, mul_pow]
    ring
  constructor
  · rw [ht]
    exact (core_series p (mul_nonneg ha hb)).1.mul_left _
  · unfold netWeight
    rw [ht]
    exact tsum_mul_left
```

## The Bessel form

At \(x = 2\sqrt{ab}\) one has \(x/2 = \sqrt{ab}\) and \((x/2)^2 = ab\), so \(I_p(2\sqrt{ab}) = (\sqrt{ab})^p\,C_p(ab)\). For \(a,b>0\),
\[
\sqrt{a/b}\,\sqrt{ab} = \sqrt{a^2} = a, \qquad a^p = (a/b)^{p/2}\,(\sqrt{ab})^p .
\]
Inserting this into the factorised weight gives
\[
N(a,b,p) = e^{-(a+b)}\,(a/b)^{p/2}\,I_p(2\sqrt{ab}).
\]

```lean
/-- For means `a, b > 0` the net weight is `exp(-(a+b)) (a/b)^(p/2) I_p(2 √(ab))`. -/
theorem netWeight_eq_bessel {a b : ℝ} (ha : 0 < a) (hb : 0 < b) (p : ℕ) :
    netWeight a b p =
      Real.exp (-(a + b)) * (a / b) ^ ((p : ℝ) / 2) * besselI p (2 * Real.sqrt (a * b)) := by
  have hab : 0 ≤ a * b := by positivity
  have hq : 0 ≤ a / b := by positivity
  have h1 : 2 * Real.sqrt (a * b) / 2 = Real.sqrt (a * b) := by ring
  have hr : (a / b) ^ ((p : ℝ) / 2) = Real.sqrt (a / b) ^ p := by
    rw [Real.sqrt_eq_rpow, ← Real.rpow_natCast, ← Real.rpow_mul hq]
    congr 1
    ring
  -- the key split a = √(a/b) √(ab)
  have hs : Real.sqrt (a / b) * Real.sqrt (a * b) = a := by
    have h2 : a / b * (a * b) = a * a := by field_simp
    rw [← Real.sqrt_mul hq, h2, Real.sqrt_mul_self ha.le]
  have hp : a ^ p = Real.sqrt (a / b) ^ p * Real.sqrt (a * b) ^ p := by
    rw [← mul_pow, hs]
  rw [(netWeight_series ha.le hb.le p).2, (besselI_series p _).2, h1, Real.sq_sqrt hab, hr, hp]
  ring
```

The exponent `(p : ℝ) / 2` is a real number, so odd \(p\) gives a true half-integer power; `hr` rewrites it as the \(p\)-th power of a square root. The split of \(a\) is `hs`, its \(p\)-th power is `hp`, and the last rewrite brings both sides to the same \(C_p(ab)\).

## The limit of vanishing occupation

In the Bessel form with \(p \ge 1\), the prefactor \((a/b)^{p/2}\) grows without bound as \(b \to 0\) while \(I_p\) vanishes, so the limit is easier to take from the bounds on \(C_p\). Multiplying \(1/p! \le C_p(ab) \le e^{ab}/p!\) by the non-negative number \(e^{-(a+b)}a^p\) (`hc`), and using \(e^{-(a+b)}a^p/p! = P(a,p)\,e^{-b}\) (`e`), gives for \(a,b\ge0\)
\[
P(a,p)\,e^{-b} \le N(a,b,p) \le P(a,p)\,e^{-b}\,e^{ab}.
\]

```lean
/-- For `a, b ≥ 0` the net weight lies between `P(a,p) exp(-b)` and
`P(a,p) exp(-b) exp(ab)`. -/
theorem netWeight_bounds {a b : ℝ} (ha : 0 ≤ a) (hb : 0 ≤ b) (p : ℕ) :
    poisson a p * Real.exp (-b) ≤ netWeight a b p ∧
      netWeight a b p ≤ poisson a p * Real.exp (-b) * Real.exp (a * b) := by
  obtain ⟨-, hl, hu⟩ := core_series p (mul_nonneg ha hb)
  have hc : 0 ≤ Real.exp (-(a + b)) * a ^ p := by positivity
  have e : poisson a p * Real.exp (-b) =
      Real.exp (-(a + b)) * a ^ p * (1 / (p.factorial : ℝ)) := by
    unfold poisson
    rw [neg_add, Real.exp_add]
    ring
  rw [(netWeight_series ha hb p).2, e]
  refine ⟨mul_le_mul_of_nonneg_left hl hc, (mul_le_mul_of_nonneg_left hu hc).trans_eq ?_⟩
  ring
```

With \(a = S(n+1)\) and \(b = Sn\), the lower bound is \(L(n) = P(S(n+1),p)\,e^{-Sn}\) and the upper bound is \(U(n) = L(n)\,e^{S^2 n(n+1)}\). Both are continuous in \(n\), and \(L(0) = U(0) = P(S,p)\). For \(S \ge 0\) and \(n>0\) the means are non-negative, so \(L(n) \le W(S,n,p) \le U(n)\), and \(W\) is squeezed to \(P(S,p)\).

```lean
/-- For `S ≥ 0` the net `p`-phonon weight tends to the Poisson weight `P(S,p)` as the
occupation `n` tends to zero from above. -/
theorem phononWeight_tendsto {S : ℝ} (hS : 0 ≤ S) (p : ℕ) :
    Tendsto (fun n => phononWeight S n p) (𝓝[>] 0) (𝓝 (poisson S p)) := by
  have hl : Continuous fun n : ℝ => poisson (S * (n + 1)) p * Real.exp (-(S * n)) := by
    unfold poisson
    fun_prop
  have hu : Continuous fun n : ℝ =>
      poisson (S * (n + 1)) p * Real.exp (-(S * n)) * Real.exp (S * (n + 1) * (S * n)) := by
    unfold poisson
    fun_prop
  have hb : ∀ n : ℝ, 0 < n → 0 ≤ S * (n + 1) ∧ 0 ≤ S * n := fun n hn =>
    ⟨by positivity, by positivity⟩
  -- both bounds are continuous and equal P(S,p) at n = 0
  refine tendsto_of_tendsto_of_tendsto_of_le_of_le'
    ((hl.tendsto' 0 (poisson S p) (by simp)).mono_left nhdsWithin_le_nhds)
    ((hu.tendsto' 0 (poisson S p) (by simp)).mono_left nhdsWithin_le_nhds) ?_ ?_
  · filter_upwards [self_mem_nhdsWithin] with n hn
    exact (netWeight_bounds (hb n hn).1 (hb n hn).2 p).1
  · filter_upwards [self_mem_nhdsWithin] with n hn
    exact (netWeight_bounds (hb n hn).1 (hb n hn).2 p).2
```

Continuity is `hl` and `hu`. The filter `𝓝[>] 0` describes approach to zero through positive values, and the two `filter_upwards` steps supply the bounds there.

## The main statement

For \(a = S(n+1)\) and \(b = Sn\) with \(S,n>0\), three substitutions remain: \(a+b = S(2n+1)\), \(a/b = (n+1)/n\), and \(2\sqrt{ab} = 2\sqrt{S^2\,n(n+1)} = 2S\sqrt{n(n+1)}\). They are `h1`, `h2` and `h3`, and they give
\[
W(S,n,p) = e^{-S(2n+1)}\left(\frac{n+1}{n}\right)^{p/2} I_p\!\left(2S\sqrt{n(n+1)}\right).
\]

```lean
/-- For `S, n > 0` the series of the net `p`-phonon weight converges and sums to
`exp(-S(2n+1)) ((n+1)/n)^(p/2) I_p(2S √(n(n+1)))`; as the occupation tends to zero from
above the weight tends to `exp(-S) S^p / p!`. -/
theorem multiphonon_weight {S n : ℝ} (hS : 0 < S) (hn : 0 < n) (p : ℕ) :
    Summable (fun j => poisson (S * (n + 1)) (j + p) * poisson (S * n) j) ∧
      phononWeight S n p = Real.exp (-(S * (2 * n + 1))) * ((n + 1) / n) ^ ((p : ℝ) / 2) *
        besselI p (2 * S * Real.sqrt (n * (n + 1))) ∧
      Tendsto (fun m => phononWeight S m p) (𝓝[>] 0)
        (𝓝 (Real.exp (-S) * S ^ p / (p.factorial : ℝ))) := by
  have ha : 0 < S * (n + 1) := by positivity
  have hb : 0 < S * n := by positivity
  refine ⟨(netWeight_series ha.le hb.le p).1, ?_, phononWeight_tendsto hS.le p⟩
  have h1 : S * (n + 1) + S * n = S * (2 * n + 1) := by ring
  have h2 : S * (n + 1) / (S * n) = (n + 1) / n := mul_div_mul_left _ _ hS.ne'
  have h3 : 2 * Real.sqrt (S * (n + 1) * (S * n)) = 2 * S * Real.sqrt (n * (n + 1)) := by
    rw [show S * (n + 1) * (S * n) = S * S * (n * (n + 1)) by ring,
      Real.sqrt_mul (mul_self_nonneg S), Real.sqrt_mul_self hS.le]
    ring
  rw [phononWeight, netWeight_eq_bessel ha hb, h1, h2, h3]
```

Read in words: for real \(S>0\), real \(n>0\) and natural \(p\), the series defining \(W\) converges; its sum is the expression above; and, at fixed \(S\) and \(p\), the weight tends to \(e^{-S}S^p/p!\) as the occupation tends to zero from above. The occupation in the third clause is a separate variable `m`, so that clause does not involve the fixed \(n\). The occupation is a free positive number here, not yet tied to a temperature. The case \(p=0\) is included and reads \(W = e^{-S(2n+1)}I_0\big(2S\sqrt{n(n+1)}\big)\) with limit \(e^{-S}\).

## Detailed balance

Net absorption of \(p\) phonons exchanges the roles of the two means. Both \(e^{-(a+b)}\) and \(C_p(ab)\) are symmetric in \(a\) and \(b\), so only the power changes, from \(a^p\) to \(b^p = (b/a)^p a^p\) (`h`). For \(a>0\) and \(b\ge0\),
\[
N(b,a,p) = (b/a)^p\,N(a,b,p).
\]

```lean
/-- Exchanging the means `a > 0` and `b ≥ 0` multiplies the net weight by `(b/a)^p`. -/
theorem netWeight_swap {a b : ℝ} (ha : 0 < a) (hb : 0 ≤ b) (p : ℕ) :
    netWeight b a p = (b / a) ^ p * netWeight a b p := by
  have h : (b / a) ^ p * a ^ p = b ^ p := by
    rw [← mul_pow, div_mul_cancel₀ b ha.ne']
  rw [(netWeight_series hb ha.le p).2, (netWeight_series ha.le hb p).2, add_comm b a,
    mul_comm b a, ← h]
  ring
```

Now let \(x>0\) stand for \(\hbar\omega/k_BT\), the phonon energy over the thermal energy at temperature \(T\), and no longer for a Bessel argument. The Bose occupation \(n = 1/(e^x-1)\) enters as the hypothesis `hn`, and \(S>0\) is assumed, so that \(S\) cancels in the ratio of the means \(a = S(n+1)\) and \(b = Sn\). As \(T\to0\) one has \(x\to\infty\) and \(n\to0\) from above, so the limit of vanishing occupation proved earlier is the zero-temperature limit; that link is made here on paper and is not formalised. From \(e^x \ge 1+x\) follows \(e^x - 1>0\) (`he`), so \(n>0\). Then \(n+1 = e^x/(e^x-1)\), which gives \(b/a = n/(n+1) = e^{-x}\) (`hr`), and
\[
N(Sn, S(n+1), p) = e^{-px}\,W(S,n,p).
\]
In `hr` the claim is cleared of its denominator to \(n = e^{-x}(n+1)\) and obtained as \(e^{-x}\) times \(n(e^x-1) = 1\) minus \(n\) times \(e^{-x}e^x = 1\).

```lean
/-- Detailed balance: for `S > 0` and at the Bose occupation `n = 1/(exp x - 1)` with `x > 0`, the weight of
net absorption of `p` phonons is `exp(-p x)` times that of net emission. -/
theorem detailed_balance {S x n : ℝ} (hS : 0 < S) (hx : 0 < x)
    (hn : n = 1 / (Real.exp x - 1)) (p : ℕ) :
    netWeight (S * n) (S * (n + 1)) p = Real.exp (-(p * x)) * phononWeight S n p := by
  have he : 0 < Real.exp x - 1 := by linarith [Real.add_one_le_exp x]
  have hn0 : 0 < n := by
    rw [hn]
    exact one_div_pos.mpr he
  have hne : n * (Real.exp x - 1) = 1 := by
    rw [hn]
    exact one_div_mul_cancel he.ne'
  have hexp : Real.exp (-x) * Real.exp x = 1 := by
    rw [← Real.exp_add]
    simp
  -- the Bose factor gives n/(n+1) = exp(-x)
  have hr : S * n / (S * (n + 1)) = Real.exp (-x) := by
    rw [mul_div_mul_left _ _ hS.ne', div_eq_iff (by positivity)]
    linear_combination Real.exp (-x) * hne - n * hexp
  have hp : Real.exp (-x) ^ p = Real.exp (-(p * x)) := by
    rw [← Real.exp_nat_mul]
    congr 1
    ring
  rw [netWeight_swap (a := S * (n + 1)) (b := S * n) (by positivity) (by positivity), hr, hp,
    phononWeight]

end

end Multiphonon
```

```lean
#print axioms Multiphonon.multiphonon_weight
#print axioms Multiphonon.detailed_balance
```

```
'Multiphonon.multiphonon_weight' depends on axioms: [propext, Classical.choice, Quot.sound]
'Multiphonon.detailed_balance' depends on axioms: [propext, Classical.choice, Quot.sound]
```

## The role of positive occupation, and another definition

What follows is argued on paper only and has not passed through Lean. Take \(n=0\), \(p=1\) and \(S>0\). Absorption has mean zero, only \(j=0\) contributes, and \(W(S,0,1) = P(S,1) = Se^{-S} > 0\). On the right of the Bessel form \(I_1(0) = 0\), while \((n+1)/n\) is undefined; Lean's division by zero assigns it the value zero, and any finite value would equally make the product vanish. The closed form therefore fails at zero occupation for \(p=1\), and in the same way for every \(p\ge1\) (for \(p=0\) both sides equal \(e^{-S}\) once the zeroth power is read as one), although the weight itself is well defined, and the Poisson value is connected to the Bessel form through the one-sided limit.

The weight could instead have been defined for integer \(p\) as a Fourier coefficient of a generating function of the phase \(\theta\),
\[
W_p = \frac{1}{2\pi}\int_0^{2\pi} e^{-ip\theta}\exp\!\left[-S(2n+1) + S(n+1)e^{i\theta} + Sn\,e^{-i\theta}\right]d\theta .
\]
Emission and absorption would then be positive and negative \(p\) of a single function, and no series would need to converge for the definition to make sense, since the integrand is continuous on a bounded interval. The price would be complex numbers, and an exchange of sum and integral to reach the power series of \(I_p\).
